# Special positions of a countable group of Seitz operators have zero volume

Place an atom at random in a crystal cell and apply the space group. If the atom lies on a mirror plane, a rotation axis or an inversion centre, some of its images coincide; otherwise all are distinct and it occupies a general position. How likely is a coincidence?

In Lean 4 with Mathlib:

```lean
import Mathlib

open Matrix MeasureTheory

namespace SpecialPositionsNegligible

noncomputable section
```

A Seitz operator $\{W|w\}$ on $\mathbb R^n$ consists of an invertible real matrix $W$ (`rot`, a unit of the matrix ring) and a vector $w$ (`trans`). $W$ need not be orthogonal, so fractional coordinates are allowed.

```lean
/-- A real Seitz operator {W|w}: an invertible matrix part W and a translation part w. -/
@[ext]
structure Seitz (n : ℕ) where
  /-- The matrix part W. -/
  rot : (Matrix (Fin n) (Fin n) ℝ)ˣ
  /-- The translation part w. -/
  trans : Fin n → ℝ
```

The product is $\{W|w\}\{V|v\}=\{WV|Wv+w\}$, the identity $\{1|0\}$, and the inverse $\{W^{-1}|-W^{-1}w\}$. Both bracketings of a triple product give $\{ABC|ABc+Ab+a\}$, and in the left-inverse law the translation part is $W^{-1}w-W^{-1}w=0$.

```lean
variable {n : ℕ}

/-- Seitz operators form a group under {W|w}{V|v} = {WV|Wv + w}. -/
instance : Group (Seitz n) where
  mul g h := ⟨g.rot * h.rot, g.rot.val *ᵥ h.trans + g.trans⟩
  one := ⟨1, 0⟩
  inv g := ⟨g.rot⁻¹, -((g.rot⁻¹).val *ᵥ g.trans)⟩
  mul_assoc a b c := Seitz.ext (mul_assoc a.rot b.rot c.rot) (by
    show (a.rot * b.rot).val *ᵥ c.trans + (a.rot.val *ᵥ b.trans + a.trans)
      = a.rot.val *ᵥ (b.rot.val *ᵥ c.trans + b.trans) + a.trans
    rw [Units.val_mul, Matrix.mulVec_add, Matrix.mulVec_mulVec, add_assoc])
  one_mul a := Seitz.ext (one_mul a.rot) (by
    show (1 : (Matrix (Fin n) (Fin n) ℝ)ˣ).val *ᵥ a.trans + 0 = a.trans
    rw [Units.val_one, Matrix.one_mulVec, add_zero])
  mul_one a := Seitz.ext (mul_one a.rot) (by
    show a.rot.val *ᵥ (0 : Fin n → ℝ) + a.trans = a.trans
    rw [Matrix.mulVec_zero, zero_add])
  inv_mul_cancel a := Seitz.ext (inv_mul_cancel a.rot) (by
    show (a.rot⁻¹).val *ᵥ a.trans + -((a.rot⁻¹).val *ᵥ a.trans) = 0
    exact add_neg_cancel _)
```

The operator $g=\{W|w\}$ acts on points by $gx=Wx+w$, written `g.act x`.

```lean
/-- The action of a Seitz operator on a point: x ↦ W x + w. -/
def Seitz.act (g : Seitz n) (x : Fin n → ℝ) : Fin n → ℝ :=
  g.rot.val *ᵥ x + g.trans
```

## (a) The identity moves nothing

Show that $\{1|0\}$ fixes every $x$. Indeed $1x+0=x$.

```lean
/-- The identity operator leaves every point in place. -/
theorem act_one (x : Fin n → ℝ) : (1 : Seitz n).act x = x := by
  show (1 : (Matrix (Fin n) (Fin n) ℝ)ˣ).val *ᵥ x + 0 = x
  rw [Units.val_one, Matrix.one_mulVec, add_zero]
```

## (b) Products act in succession

Show that $(gh)x=g(hx)$. For $g=\{W|w\}$ and $h=\{V|v\}$, both sides equal $WVx+Wv+w$.

```lean
/-- The product of two Seitz operators acts by applying one after the other. -/
theorem act_mul (g h : Seitz n) (x : Fin n → ℝ) :
    (g * h).act x = g.act (h.act x) := by
  show (g.rot * h.rot).val *ᵥ x + (g.rot.val *ᵥ h.trans + g.trans)
    = g.rot.val *ᵥ (h.rot.val *ᵥ x + h.trans) + g.trans
  rw [Units.val_mul, Matrix.mulVec_add, Matrix.mulVec_mulVec, add_assoc]
```

## (c) Only the identity fixes all points

Suppose $Wx+w=x$ for every $x$; show that $W=1$ and $w=0$. Setting $x=0$ gives $w=0$. Then $Wx=x$ for all $x$, so $W$ and $1$ are the same linear map and hence the same matrix; `Matrix.toLin'.injective` is this last step.

```lean
/-- A Seitz operator that fixes every point of space is the identity. -/
theorem eq_one_of_fixes_all (g : Seitz n) (h : ∀ x, g.act x = x) : g = 1 := by
  -- the origin reveals the translation part
  have ht : g.trans = 0 := by
    have h0 : g.rot.val *ᵥ (0 : Fin n → ℝ) + g.trans = 0 := h 0
    rwa [Matrix.mulVec_zero, zero_add] at h0
  -- the remaining points determine the matrix part
  have hW : g.rot.val = 1 := by
    apply Matrix.toLin'.injective
    apply LinearMap.ext
    intro x
    have hx : g.rot.val *ᵥ x + g.trans = x := h x
    rw [ht, add_zero] at hx
    rw [Matrix.toLin'_apply, Matrix.toLin'_apply, Matrix.one_mulVec, hx]
  exact Seitz.ext (Units.ext hW) ht
```

## (d) One nonidentity operator fixes a null set

Show that the fixed points of $g$ form an affine subspace, and that its volume is zero if $g\neq1$.

If $p,q,r$ are fixed and $c$ is real, then
$$W(c(p-q)+r)+w=c(Wp-Wq)+(Wr+w)=c(p-q)+r,$$
because $Wp-Wq=p-q$. The subspace may be empty, as for a nonzero pure translation.

```lean
/-- The points fixed by a Seitz operator, as an affine subspace. -/
def fixedSpace (g : Seitz n) : AffineSubspace ℝ (Fin n → ℝ) :=
  ⟨{x | g.act x = x}, by
    intro c p q r hp hq hr
    change g.rot.val *ᵥ p + g.trans = p at hp
    change g.rot.val *ᵥ q + g.trans = q at hq
    change g.rot.val *ᵥ r + g.trans = r at hr
    change g.rot.val *ᵥ (c • (p - q) + r) + g.trans = c • (p - q) + r
    rw [Matrix.mulVec_add, Matrix.mulVec_smul, Matrix.mulVec_sub]
    linear_combination (norm := module) c • hp - c • hq + hr⟩
```

If $g\ne1$, part (c) shows that the subspace is not all of $\mathbb R^n$. It is therefore empty or contained in a hyperplane $a\cdot x=b$ with some $a_i\neq0$. Once the other coordinates are chosen, $x_i$ has a single value, so integrating over $x_i$ first gives volume zero. Mathlib's `Measure.addHaar_affineSubspace` supplies this fact for proper affine subspaces.

```lean
/-- The fixed points of a single nonidentity Seitz operator have Lebesgue measure zero. -/
theorem volume_fixedSpace (g : Seitz n) (hg : g ≠ 1) :
    volume (fixedSpace g : Set (Fin n → ℝ)) = 0 := by
  apply Measure.addHaar_affineSubspace
  intro htop
  apply hg
  apply eq_one_of_fixes_all
  intro x
  have hx : x ∈ fixedSpace g := by
    rw [htop]
    simp
  exact hx
```

## (e) Countably many operators still fix a null set

Call $x$ special for a group $G$ if some $g\in G$ with $g\neq1$ fixes it.

```lean
/-- The special positions of a group of Seitz operators: the points fixed by at least one
nonidentity element. -/
def specialPositions (G : Subgroup (Seitz n)) : Set (Fin n → ℝ) :=
  {x | ∃ g ∈ G, g ≠ 1 ∧ g.act x = x}
```

Show that the special positions have volume zero when $G$ is countable. They lie in the union of the fixed spaces of the nonidentity elements, a countable union of null sets by (d). A space group satisfies the hypothesis: it has a lattice of translations and a finite point group. Discreteness is not needed.

```lean
/-- The special positions of a countable group of Seitz operators have Lebesgue measure zero. -/
theorem volume_specialPositions (G : Subgroup (Seitz n))
    (hG : (G : Set (Seitz n)).Countable) : volume (specialPositions G) = 0 := by
  have hc : {g : Seitz n | g ∈ G ∧ g ≠ 1}.Countable := hG.mono fun g hg => hg.1
  -- a countable union of null sets is null
  have hU : volume (⋃ g ∈ {g : Seitz n | g ∈ G ∧ g ≠ 1},
      (fixedSpace g : Set (Fin n → ℝ))) = 0 :=
    (measure_biUnion_null_iff hc).2 fun g hg => volume_fixedSpace g hg.2
  refine measure_mono_null ?_ hU
  rintro x ⟨g, hgG, hg1, hx⟩
  exact Set.mem_biUnion (show g ∈ {g : Seitz n | g ∈ G ∧ g ≠ 1} from ⟨hgG, hg1⟩) hx
```

## (f) General position means distinct images

Show that $x$ is not special exactly when $g\mapsto gx$ is injective on $G$. If $gx=hx$ with $g\ne h$, then $h^{-1}g\neq1$ fixes $x$, so $x$ is special. Conversely, if $g\neq1$ fixes $x$, then $gx=1x$ and injectivity fails.

```lean
/-- A point is not a special position exactly when different elements of the group carry it
to different points. -/
theorem notMem_specialPositions_iff (G : Subgroup (Seitz n)) (x : Fin n → ℝ) :
    x ∉ specialPositions G ↔ Function.Injective (fun g : G => g.1.act x) := by
  constructor
  · intro hx g h hgh
    by_contra hne
    apply hx
    -- if g x = h x, then h⁻¹ g fixes x
    refine ⟨h.1⁻¹ * g.1, G.mul_mem (G.inv_mem h.2) g.2, ?_, ?_⟩
    · intro h1
      exact hne (Subtype.ext (inv_mul_eq_one.1 h1).symm)
    · have e : g.1.act x = h.1.act x := hgh
      rw [act_mul, e, ← act_mul, inv_mul_cancel, act_one]
  · rintro hinj ⟨g, hg, hne, hfix⟩
    apply hne
    have h1 : (⟨g, hg⟩ : G) = 1 :=
      hinj (show g.act x = (1 : Seitz n).act x by rw [act_one, hfix])
    exact congrArg Subtype.val h1
```

## (g) A randomly placed atom

Let $\mu$ be absolutely continuous with respect to volume (`μ ≪ volume`), meaning that it gives no weight to null sets; a uniform distribution over a cell is an example. Show that, for countable $G$, the images of $\mu$-almost every $x$ under the elements of $G$ are pairwise distinct. By (e), $\mu$ gives the special positions measure zero; apply (f) to the rest.

Random structure generation with exact real coordinates and such a law therefore draws a special position with probability zero. The law is an assumption about placement: energy minimisation can favour special sites, and distinct images may still be very close together.

```lean
/-- If an atom is placed at random by a law absolutely continuous with respect to volume, then
almost surely its images under the elements of a countable group are pairwise distinct. -/
theorem random_atom_general_position (G : Subgroup (Seitz n))
    (hG : (G : Set (Seitz n)).Countable) (μ : Measure (Fin n → ℝ)) (hμ : μ ≪ volume) :
    ∀ᵐ x ∂μ, Function.Injective (fun g : G => g.1.act x) := by
  have h0 : μ (specialPositions G) = 0 := hμ (volume_specialPositions G hG)
  filter_upwards [compl_mem_ae_iff.2 h0] with x hx
  exact (notMem_specialPositions_iff G x).1 hx
```

## (h) Inversion through a point

Let $i_p=\{-1|2p\}$.

```lean
/-- The inversion through the point p, with matrix part -1 and translation part 2p. -/
def inversion (p : Fin n → ℝ) : Seitz n := ⟨-1, (2 : ℝ) • p⟩
```

Show that $i_p x=2p-x$. This is $(-1)x+2p$.

```lean
/-- The inversion through p sends x to 2p - x. -/
theorem inversion_act (p x : Fin n → ℝ) : (inversion p).act x = (2 : ℝ) • p - x := by
  show (-1 : (Matrix (Fin n) (Fin n) ℝ)ˣ).val *ᵥ x + (2 : ℝ) • p = (2 : ℝ) • p - x
  rw [Units.val_neg, Units.val_one, Matrix.neg_mulVec, Matrix.one_mulVec]
  module
```

## (i) An uncountable group with only special positions

Show that for the group of all Seitz operators (`⊤`) in positive dimension, written `n + 1`, every point $p$ is special. The inversion fixes $p$, since $2p-p=p$. It is not the identity, since it sends $p+(1,\dots,1)$ to $p-(1,\dots,1)$; the code compares the first coordinates. The conclusion of (e) thus fails for this group, which is uncountable because it contains every translation.

```lean
/-- For the group of all Seitz operators in positive dimension, every point is a special position.
-/
theorem specialPositions_top :
    specialPositions (⊤ : Subgroup (Seitz (n + 1))) = Set.univ := by
  apply Set.eq_univ_of_forall
  intro p
  refine ⟨inversion p, Subgroup.mem_top _, ?_, ?_⟩
  · intro h
    -- the inversion moves the point p + (1, ..., 1)
    have h1 := inversion_act p (p + fun _ => 1)
    rw [h, act_one] at h1
    have h2 := congrFun h1 0
    simp only [Pi.add_apply, Pi.sub_apply, Pi.smul_apply, smul_eq_mul] at h2
    linarith
  · rw [inversion_act]
    module

end

end SpecialPositionsNegligible
```

```lean
#print axioms SpecialPositionsNegligible.volume_specialPositions
-- 'SpecialPositionsNegligible.volume_specialPositions' depends on axioms: [propext, Classical.choice, Quot.sound]
#print axioms SpecialPositionsNegligible.random_atom_general_position
-- 'SpecialPositionsNegligible.random_atom_general_position' depends on axioms: [propext, Classical.choice, Quot.sound]
#print axioms SpecialPositionsNegligible.specialPositions_top
-- 'SpecialPositionsNegligible.specialPositions_top' depends on axioms: [propext, Classical.choice, Quot.sound]
```
